# Reversing the hopping between two classes of basis states preserves the partition function

Before sampling paths in a quantum Monte Carlo calculation, one may reverse the sign of every off-diagonal element of $H$. Each hop in an imaginary-time path contributes a factor $-H_{ij}$, which is negative when $H_{ij}>0$; the reversal makes it positive. On a finite basis, this leaves the partition function $Z(\beta)=\operatorname{tr}e^{-\beta H}$ unchanged if $H$ couples distinct states only across two classes, such as the two sublattices when a single particle hops between neighbouring sites of a bipartite lattice.

Marshall's sign rule is best known as a statement about ground-state amplitudes of the bipartite Heisenberg antiferromagnet. There the basis states are configurations of up and down spins, classed by whether the number of up spins on one sublattice is even or odd; exchanging opposite spins on neighbouring sites changes the class. The theorems below apply this kind of sign transformation, for any two classes, to $e^{-\beta H}$ and say nothing about ground states.

## Class signs and reversed hopping

The basis states are the elements of a finite type `n`, and $H$ is any complex matrix on them, not necessarily Hermitian.

In Lean 4 with Mathlib:

```lean
import Mathlib

open Matrix NormedSpace

namespace MarshallPartitionFunction

noncomputable section

variable {n : Type*} [Fintype n] [DecidableEq n]
```

A function $c$ assigns each state to one of two classes. Its sign is $s_i=+1$ if $c_i$ is true and $s_i=-1$ otherwise.

```lean
/-- The sign attached to a basis state: plus one in the first class, minus one in the second. -/
def classSign (c : n → Bool) (i : n) : ℂ := if c i then 1 else -1
```

These signs form the diagonal matrix $S=\operatorname{diag}(s_i)$.

```lean
/-- The diagonal matrix of class signs. -/
def classMatrix (c : n → Bool) : Matrix n n ℂ := Matrix.diagonal (classSign c)
```

The physical hypothesis is that $H_{ij}=0$ whenever $i\neq j$ and $c_i=c_j$. Diagonal energies are unrestricted.

```lean
/-- Distinct basis states of the same class are not coupled by `H`. -/
def HopsBetweenClasses (c : n → Bool) (H : Matrix n n ℂ) : Prop :=
  ∀ i j, i ≠ j → c i = c j → H i j = 0
```

The reversed Hamiltonian $H'$ has $H'_{ii}=H_{ii}$ and $H'_{ij}=-H_{ij}$ for $i\ne j$.

```lean
/-- The Hamiltonian with the same diagonal and all off-diagonal entries reversed in sign. -/
def negateHopping (H : Matrix n n ℂ) : Matrix n n ℂ :=
  Matrix.of fun i j => if i = j then H i j else -H i j
```

The Boltzmann operator is $e^{-\beta H}$. Since $\beta$ may be any complex number, the definition also covers real-time evolution, for which $\beta$ is purely imaginary.

```lean
/-- The Boltzmann operator `exp (-β H)`. -/
def boltzmann (β : ℂ) (H : Matrix n n ℂ) : Matrix n n ℂ := NormedSpace.exp ((-β) • H)
```

Its trace is the partition function.

```lean
/-- The partition function, the trace of the Boltzmann operator. -/
def partitionFunction (β : ℂ) (H : Matrix n n ℂ) : ℂ := Matrix.trace (boltzmann β H)
```

## Conjugation by the signs

Either choice of sign gives $s_i^2=1$, which the proof checks by cases.

```lean
omit [Fintype n] [DecidableEq n] in
/-- Each class sign squares to one. -/
theorem classSign_mul_self (c : n → Bool) (i : n) : classSign c i * classSign c i = 1 := by
  unfold classSign
  split_ifs <;> norm_num
```

Multiplying diagonal matrices entry by entry then gives $S^2=1$.

```lean
/-- The matrix of class signs is its own inverse. -/
theorem classMatrix_mul_self (c : n → Bool) : classMatrix c * classMatrix c = 1 := by
  rw [classMatrix, Matrix.diagonal_mul_diagonal]
  simp [classSign_mul_self]
```

The entries of the conjugated Hamiltonian are
$$(SHS)_{ij}=s_iH_{ij}s_j.$$
On the diagonal the signs cancel. Across the classes $s_is_j=-1$, as required for $H'$. Within a class $s_is_j=1$, so $SHS=H'$ demands $H_{ij}=-H_{ij}$, hence $H_{ij}=0$. The hypothesis is therefore equivalent to $SHS=H'$. In the proof, `entry` is the displayed formula, and `linear_combination` does the sign algebra.

```lean
/-- Conjugation by the class signs keeps the diagonal of `H` and negates every off-diagonal
entry exactly when `H` couples distinct states only across the two classes. -/
theorem conj_eq_negateHopping_iff (c : n → Bool) (H : Matrix n n ℂ) :
    classMatrix c * H * classMatrix c = negateHopping H ↔ HopsBetweenClasses c H := by
  have entry : ∀ i j, (classMatrix c * H * classMatrix c) i j
      = classSign c i * H i j * classSign c j := by
    intro i j
    rw [classMatrix, Matrix.mul_diagonal, Matrix.diagonal_mul]
  constructor
  · intro h i j hij hc
    have e := congrFun (congrFun h i) j
    have hs : classSign c i = classSign c j := by
      unfold classSign
      rw [hc]
    rw [entry, hs] at e
    simp only [negateHopping, Matrix.of_apply, if_neg hij] at e
    -- within a class the entry equals its own negative
    linear_combination (1 / 2) * e - (1 / 2) * H i j * classSign_mul_self c j
  · intro h
    ext i j
    rw [entry]
    by_cases hij : i = j
    · subst hij
      simp only [negateHopping, Matrix.of_apply, if_true]
      linear_combination H i i * classSign_mul_self c i
    · simp only [negateHopping, Matrix.of_apply, if_neg hij]
      by_cases hc : c i = c j
      · rw [h i j hij hc]
        simp
      · -- across the classes the two signs are opposite
        have hs : classSign c i * classSign c j = -1 := by
          unfold classSign
          cases hi : c i <;> cases hj : c j <;> simp_all
        linear_combination H i j * hs
```

Because $S^2=1$, the inner factors cancel in every power: $(SHS)^k=SH^kS$. Summing the exponential series gives
$$e^{-\beta SHS}=Se^{-\beta H}S.$$
`Matrix.exp_conj` supplies this for an invertible matrix, here with $S^{-1}=S$.

```lean
/-- Conjugating the Hamiltonian by the class signs conjugates the Boltzmann operator. -/
theorem boltzmann_conj (c : n → Bool) (β : ℂ) (H : Matrix n n ℂ) :
    boltzmann β (classMatrix c * H * classMatrix c)
      = classMatrix c * boltzmann β H * classMatrix c := by
  have hS := classMatrix_mul_self c
  have hinv : (classMatrix c)⁻¹ = classMatrix c := Matrix.inv_eq_right_inv hS
  have hu : IsUnit (classMatrix c) := ⟨⟨classMatrix c, classMatrix c, hS, hS⟩, rfl⟩
  have key := Matrix.exp_conj (classMatrix c) ((-β) • H) hu
  rw [hinv] at key
  unfold boltzmann
  rw [← key, Matrix.mul_smul, Matrix.smul_mul]
```

Substituting $SHS=H'$ and reading off entries,
$$(e^{-\beta H'})_{ij}=s_i(e^{-\beta H})_{ij}s_j.$$

```lean
/-- Reversing the hopping between two classes multiplies each entry of the Boltzmann operator
by the signs of its two basis states. -/
theorem boltzmann_negateHopping_apply {c : n → Bool} {H : Matrix n n ℂ}
    (h : HopsBetweenClasses c H) (β : ℂ) (i j : n) :
    boltzmann β (negateHopping H) i j
      = classSign c i * boltzmann β H i j * classSign c j := by
  rw [← (conj_eq_negateHopping_iff c H).2 h, boltzmann_conj, classMatrix,
    Matrix.mul_diagonal, Matrix.diagonal_mul]
```

For $i=j$ the prefactor is $s_i^2=1$. Every diagonal entry is preserved, and summing them preserves $Z$. In path language, a closed path crosses between the classes an even number of times.

```lean
/-- If `H` couples distinct states only across two classes, reversing all off-diagonal entries
preserves every diagonal entry of `exp (-β H)` and the partition function. -/
theorem marshall_partitionFunction {c : n → Bool} {H : Matrix n n ℂ}
    (h : HopsBetweenClasses c H) (β : ℂ) :
    (∀ i, boltzmann β (negateHopping H) i i = boltzmann β H i i) ∧
      partitionFunction β (negateHopping H) = partitionFunction β H := by
  have hd : ∀ i, boltzmann β (negateHopping H) i i = boltzmann β H i i := by
    intro i
    rw [boltzmann_negateHopping_apply h]
    linear_combination boltzmann β H i i * classSign_mul_self c i
  exact ⟨hd, Finset.sum_congr rfl fun i _ => hd i⟩
```

With two states, placing them in different classes always satisfies the hypothesis. For zero diagonal and off-diagonal entries $a,b$, $Z=2\cosh(\beta\sqrt{ab})$, which is unchanged by $(a,b)\to(-a,-b)$.

Arbitrary phases could replace the signs in $S$. That would also describe gauge changes of the hopping phases, but conjugation would become $SHS^\dagger$, since $S$ need not be its own inverse.

## Evenness in β

If every $H_{ii}=0$, then $H'=-H$, and $e^{-\beta(-H)}=e^{-(-\beta)H}$. Reversing the hopping thus replaces $\beta$ by $-\beta$ in $Z$, with no condition on classes.

```lean
/-- For a Hamiltonian with zero diagonal, reversing the hopping is the same as reversing the
sign of `β` in the partition function. -/
theorem partitionFunction_negateHopping_of_diag_zero {H : Matrix n n ℂ}
    (hd : ∀ i, H i i = 0) (β : ℂ) :
    partitionFunction β (negateHopping H) = partitionFunction (-β) H := by
  have hneg : negateHopping H = -H := by
    ext i j
    by_cases hij : i = j
    · subst hij
      simp [negateHopping, hd]
    · simp [negateHopping, hij]
  rw [hneg]
  simp [partitionFunction, boltzmann]
```

Adding the two-class condition gives $Z(-\beta)=Z(\beta)$.

```lean
/-- With zero diagonal and hopping only between two classes, the partition function is an even
function of `β`. -/
theorem partitionFunction_even {c : n → Bool} {H : Matrix n n ℂ}
    (h : HopsBetweenClasses c H) (hd : ∀ i, H i i = 0) (β : ℂ) :
    partitionFunction (-β) H = partitionFunction β H := by
  rw [← partitionFunction_negateHopping_of_diag_zero hd, (marshall_partitionFunction h β).2]
```

## A square ring and a triangle

On a four-site ring, nearest neighbours have opposite parity, so the condition holds even for complex hopping $t$. The proof checks all sixteen entries.

```lean
/-- A four-site ring with complex nearest-neighbour hopping `t` couples only sites of
opposite parity. -/
theorem hopsBetweenClasses_witness (t : ℂ) :
    HopsBetweenClasses ![true, false, true, false]
      !![0, t, 0, star t; star t, 0, t, 0; 0, star t, 0, t; t, 0, star t, 0] := by
  intro i j
  fin_cases i <;> fin_cases j <;> simp
```

On a triangle, two of the three sites must share a class, yet every pair is coupled.

```lean
/-- The hopping Hamiltonian of a triangle, with unit amplitude on each of its three bonds. -/
def triangle : Matrix (Fin 3) (Fin 3) ℂ := !![0, 1, 1; 1, 0, 1; 1, 1, 0]
```

This matrix has eigenvector $(1,1,1)$ with eigenvalue $2$, and $(1,-1,0)$ and $(0,1,-1)$ with eigenvalue $-1$. Hence
$$Z(\beta)=e^{-2\beta}+2e^{\beta}.$$
The proof puts these unnormalised vectors in the columns of `P`, with inverse `Q`, and uses cyclicity of the trace.

```lean
/-- The partition function of the triangle is `exp (-2β) + 2 exp β`. -/
theorem partitionFunction_triangle (β : ℂ) :
    partitionFunction β triangle = Complex.exp (-2 * β) + 2 * Complex.exp β := by
  -- the columns of P are eigenvectors, and Q is its inverse
  obtain ⟨P, hP⟩ : ∃ P : Matrix (Fin 3) (Fin 3) ℂ,
    P = !![1, 1, 0; 1, -1, 1; 1, 0, -1] := ⟨_, rfl⟩
  obtain ⟨Q, hQ⟩ : ∃ Q : Matrix (Fin 3) (Fin 3) ℂ,
    Q = !![1/3, 1/3, 1/3; 2/3, -1/3, -1/3; 1/3, 1/3, -2/3] := ⟨_, rfl⟩
  have hPQ : P * Q = 1 := by
    rw [hP, hQ]
    ext i j
    rw [Matrix.mul_apply, Fin.sum_univ_three]
    fin_cases i <;> fin_cases j <;> simp <;> norm_num
  have hQP : Q * P = 1 := mul_eq_one_comm.mp hPQ
  have hinv : P⁻¹ = Q := Matrix.inv_eq_right_inv hPQ
  have hT : (-β) • triangle = P * Matrix.diagonal ![-2 * β, β, β] * Q := by
    rw [hP, hQ]
    ext i j
    rw [Matrix.mul_apply]
    simp only [Matrix.mul_diagonal, Fin.sum_univ_three]
    fin_cases i <;> fin_cases j <;> simp [triangle] <;> ring
  -- the exponential of a vector is taken component by component
  have hexp : ∀ (v : Fin 3 → ℂ) (i : Fin 3), NormedSpace.exp v i = Complex.exp (v i) := by
    intro v i
    rw [Complex.exp_eq_exp_ℂ]
    exact NormedSpace.map_exp (Pi.evalRingHom (fun _ : Fin 3 => ℂ) i) (continuous_apply i) v
  have key := Matrix.exp_conj P (Matrix.diagonal ![-2 * β, β, β]) ⟨⟨P, Q, hPQ, hQP⟩, rfl⟩
  rw [hinv] at key
  rw [partitionFunction, boltzmann, hT, key, Matrix.trace_mul_comm, ← Matrix.mul_assoc, hQP,
    Matrix.one_mul, Matrix.exp_diagonal, Matrix.trace_diagonal, Fin.sum_univ_three]
  simp only [hexp]
  change Complex.exp (-2 * β) + Complex.exp β + Complex.exp β = _
  ring
```

The diagonal is zero, so reversal gives $Z(-\beta)$. For real $\beta$, set $x=e^\beta$ and $y=e^{-\beta}$, so $xy=1$. Then
$$Z(-\beta)-Z(\beta)=x^2+2y-y^2-2x=(x-y)(x+y-2).$$
If this vanishes, either $x=y$ or $x+y=2$. In the second case $(x-y)^2=(x+y)^2-4=0$, so again $x=y$, and injectivity of the real exponential gives $\beta=0$. At every other real $\beta$, reversing the hopping changes the partition function.

```lean
/-- On the triangle, reversing the hopping changes the partition function at every nonzero
real `β`. -/
theorem triangle_partitionFunction_ne {β : ℝ} (hβ : β ≠ 0) :
    partitionFunction (β : ℂ) (negateHopping triangle) ≠ partitionFunction (β : ℂ) triangle := by
  intro h
  have hd : ∀ i, triangle i i = 0 := by
    intro i
    fin_cases i <;> simp [triangle]
  rw [partitionFunction_negateHopping_of_diag_zero hd, partitionFunction_triangle,
    partitionFunction_triangle] at h
  have hr : Real.exp (-2 * -β) + 2 * Real.exp (-β) = Real.exp (-2 * β) + 2 * Real.exp β := by
    exact_mod_cast h
  have h1 : Real.exp (-2 * -β) = Real.exp β ^ 2 := by
    rw [pow_two, ← Real.exp_add]
    congr 1
    ring
  have h2 : Real.exp (-2 * β) = Real.exp (-β) ^ 2 := by
    rw [pow_two, ← Real.exp_add]
    congr 1
    ring
  have hxy : Real.exp β * Real.exp (-β) = 1 := by
    rw [← Real.exp_add, add_neg_cancel, Real.exp_zero]
  rw [h1, h2] at hr
  -- the difference of the two partition functions factorises
  have hf : (Real.exp β - Real.exp (-β)) * (Real.exp β + Real.exp (-β) - 2) = 0 := by
    linear_combination hr
  have he : Real.exp β - Real.exp (-β) = 0 := by
    rcases mul_eq_zero.mp hf with e | e
    · exact e
    · have hsq : (Real.exp β - Real.exp (-β)) ^ 2 = 0 := by
        linear_combination (Real.exp β + Real.exp (-β) + 2) * e - 4 * hxy
      exact pow_eq_zero_iff (two_ne_zero) |>.mp hsq
  have hb : β = -β := Real.exp_injective (sub_eq_zero.mp he)
  exact hβ (by linarith)

end

end MarshallPartitionFunction
```

```lean
#print axioms MarshallPartitionFunction.marshall_partitionFunction
#print axioms MarshallPartitionFunction.partitionFunction_even
#print axioms MarshallPartitionFunction.triangle_partitionFunction_ne
```

```
'MarshallPartitionFunction.marshall_partitionFunction' depends on axioms: [propext, Classical.choice, Quot.sound]
'MarshallPartitionFunction.partitionFunction_even' depends on axioms: [propext, Classical.choice, Quot.sound]
'MarshallPartitionFunction.triangle_partitionFunction_ne' depends on axioms: [propext, Classical.choice, Quot.sound]
```
